# The Hylleraas functional of a positive definite problem bounds the second-order energy from above, with an error quadratic in the amplitude error

An iterative second-order calculation stops at a threshold, and the energy is then evaluated from amplitudes that are not fully converged. These problems relate the energy error to the amplitude error for linear amplitude equations in a real inner-product space $E$ (`E`), in exact arithmetic.

In Lean 4 with Mathlib:

```lean
import Mathlib

open Filter Topology

namespace HylleraasAmplitudeError

noncomputable section

variable {E : Type*} [NormedAddCommGroup E] [InnerProductSpace ℝ E]
```

Let $A$ be a linear map (`A`), $v$ the driving vector and $t$ a trial amplitude vector. The Hylleraas functional is $J(t)=\langle t,At\rangle+2\langle t,v\rangle$.

```lean
/-- The Hylleraas functional `J(t) = ⟨t, A t⟩ + 2 ⟨t, v⟩` of trial amplitudes `t`. -/
def hylleraas (A : E →ₗ[ℝ] E) (v t : E) : ℝ := inner ℝ t (A t) + 2 * inner ℝ t v
```

The projected energy is $\langle t,v\rangle$. If $s$ solves $As=-v$, its value $E_2=\langle s,v\rangle$ is the second-order energy.

```lean
/-- The projected second-order energy expression `⟨t, v⟩` of amplitudes `t`. -/
def projectedEnergy (v t : E) : ℝ := inner ℝ t v
```

Part (i) uses $A=H_0-E_0$, with $H_0$ the zeroth-order Hamiltonian and $E_0$ a real number,

```lean
/-- The shifted zeroth-order Hamiltonian `H₀ - E₀`. -/
def shifted (H0 : E →ₗ[ℝ] E) (E0 : ℝ) : E →ₗ[ℝ] E := H0 - E0 • LinearMap.id
```

and the trial vector without its component along a reference $\psi_0$, $t_\perp=t-\langle\psi_0,t\rangle\psi_0$.

```lean
/-- The vector `t - ⟨ψ₀, t⟩ ψ₀`: for a unit vector `ψ₀`, the trial function with its `ψ₀` component removed. -/
def transverse (ψ0 t : E) : E := t - inner ℝ ψ0 t • ψ0
```

## (a) Expansion along a line

For symmetric $A$, any $s,d\in E$ and real $\varepsilon$, show that
$$J(s+\varepsilon d)=J(s)+2\varepsilon\langle d,As+v\rangle+\varepsilon^2\langle d,Ad\rangle.$$

**Solution.** The quadratic term gives $\langle s,As\rangle+\varepsilon(\langle s,Ad\rangle+\langle d,As\rangle)+\varepsilon^2\langle d,Ad\rangle$. By symmetry the bracket is $2\langle d,As\rangle$. The linear term adds $2\langle s,v\rangle+2\varepsilon\langle d,v\rangle$. In the code, `h1` is the symmetry step.

```lean
/-- For symmetric `A`, the Hylleraas functional along the line `s + ε d` is an exact quadratic
polynomial in `ε` with linear coefficient `2 ⟨d, A s + v⟩`. -/
theorem hylleraas_expand {A : E →ₗ[ℝ] E} (hA : A.IsSymmetric) (v s d : E) (ε : ℝ) :
    hylleraas A v (s + ε • d)
      = hylleraas A v s + 2 * ε * inner ℝ d (A s + v) + ε ^ 2 * inner ℝ d (A d) := by
  have h1 : inner ℝ s (A d) = inner ℝ d (A s) := (hA s d).symm.trans (real_inner_comm _ _)
  simp only [hylleraas, map_add, map_smul, inner_add_left, inner_add_right,
    real_inner_smul_left, real_inner_smul_right]
  linear_combination ε * h1
```

## (b) The energy error as a quadratic form

For symmetric $A$ and $As=-v$, show that
$$J(t)-E_2=\langle t-s,A(t-s)\rangle.$$

**Solution.** Symmetry merges the cross terms (`h1`), and the amplitude equation evaluates what remains (`h2`, `h3`):
$$\langle t,At\rangle-2\langle t,As\rangle+\langle s,As\rangle=\langle t,At\rangle+2\langle t,v\rangle-\langle s,v\rangle.$$

```lean
/-- If `A` is symmetric and `A s = -v`, the Hylleraas functional differs from `⟨s, v⟩` by the
quadratic form of `A` on the amplitude error `t - s`. -/
theorem hylleraas_error_identity {A : E →ₗ[ℝ] E} (hA : A.IsSymmetric) {v s : E}
    (hs : A s = -v) (t : E) :
    hylleraas A v t - projectedEnergy v s = inner ℝ (t - s) (A (t - s)) := by
  -- symmetry merges the two cross terms, the amplitude equation evaluates them
  have h1 : inner ℝ s (A t) = inner ℝ t (A s) := (hA s t).symm.trans (real_inner_comm _ _)
  have h2 : inner ℝ t (A s) = - inner ℝ t v := by rw [hs, inner_neg_right]
  have h3 : inner ℝ s (A s) = - inner ℝ s v := by rw [hs, inner_neg_right]
  simp only [hylleraas, projectedEnergy, map_sub, inner_sub_left, inner_sub_right]
  linarith
```

## (c) Two-sided error bounds

Assume also $m\|x\|^2\le\langle x,Ax\rangle\le M\|x\|^2$ for all $x$, with $m>0$. When $A$ is $H_0-E_0$ on an amplitude space orthogonal to the reference, $m$ and $M$ bound the zeroth-order excitation energies from below and above. Show that
$$m\|t-s\|^2\le J(t)-E_2\le M\|t-s\|^2,$$
and that $E_2\le J(t)$, with equality exactly when $t=s$.

**Solution.** Put $x=t-s$ in the assumption (`hlo`, `hhi`) and use (b). The lower bound is nonnegative, so $E_2\le J(t)$. Equality gives $m\|t-s\|^2\le0$, hence $t=s$; the converse is immediate from (b).

```lean
/-- For symmetric `A` with `m ‖x‖² ≤ ⟨x, A x⟩ ≤ M ‖x‖²`, `m > 0`, and `A s = -v`, the error
`J(t) - ⟨s, v⟩` lies between `m ‖t - s‖²` and `M ‖t - s‖²`; `J(t)` is an upper bound to
`⟨s, v⟩`, attained exactly at `t = s`. -/
theorem hylleraas_bounds {A : E →ₗ[ℝ] E} (hA : A.IsSymmetric) {m M : ℝ} (hm : 0 < m)
    (hlo : ∀ x, m * ‖x‖ ^ 2 ≤ inner ℝ x (A x)) (hhi : ∀ x, inner ℝ x (A x) ≤ M * ‖x‖ ^ 2)
    {v s : E} (hs : A s = -v) (t : E) :
    m * ‖t - s‖ ^ 2 ≤ hylleraas A v t - projectedEnergy v s ∧
    hylleraas A v t - projectedEnergy v s ≤ M * ‖t - s‖ ^ 2 ∧
    projectedEnergy v s ≤ hylleraas A v t ∧
    (hylleraas A v t = projectedEnergy v s ↔ t = s) := by
  have hid := hylleraas_error_identity hA hs t
  have h1 := hlo (t - s)
  have h2 := hhi (t - s)
  have h3 := mul_nonneg hm.le (sq_nonneg ‖t - s‖)
  refine ⟨by linarith, by linarith, by linarith, ?_, ?_⟩
  · intro h
    -- zero energy error forces zero amplitude error because m > 0
    have h4 : ‖t - s‖ ^ 2 ≤ 0 := by
      by_contra hc
      have := mul_pos hm (not_le.mp hc)
      linarith
    have h5 : ‖t - s‖ ^ 2 = 0 := le_antisymm h4 (sq_nonneg _)
    exact sub_eq_zero.mp (norm_eq_zero.mp ((pow_eq_zero_iff two_ne_zero).mp h5))
  · intro h
    have hz : t - s = 0 := sub_eq_zero.mpr h
    rw [hz, inner_zero_left] at hid
    linarith
```

## (d) The constants carry over exactly

For symmetric $A$, $As=-v$ and any real $m,M$, show that the error bounds in (c) hold for all $t$ if and only if
$$m\|x\|^2\le\langle x,Ax\rangle\le M\|x\|^2\quad\text{for all }x.$$

**Solution.** By (b), the two statements turn into each other under $t=s+x$. No better constants are therefore available for the energy error than for $A$ itself.

```lean
/-- For symmetric `A` with `A s = -v`, the error bounds with constants `m`, `M` hold for all
trial amplitudes if and only if `m ‖x‖² ≤ ⟨x, A x⟩ ≤ M ‖x‖²` for all `x`. -/
theorem error_bounds_iff_form_bounds {A : E →ₗ[ℝ] E} (hA : A.IsSymmetric) {v s : E}
    (hs : A s = -v) (m M : ℝ) :
    (∀ t, m * ‖t - s‖ ^ 2 ≤ hylleraas A v t - projectedEnergy v s ∧
      hylleraas A v t - projectedEnergy v s ≤ M * ‖t - s‖ ^ 2) ↔
    (∀ x, m * ‖x‖ ^ 2 ≤ inner ℝ x (A x) ∧ inner ℝ x (A x) ≤ M * ‖x‖ ^ 2) := by
  constructor
  · intro h x
    have hx := h (s + x)
    rw [hylleraas_error_identity hA hs, add_sub_cancel_left] at hx
    exact hx
  · intro h t
    rw [hylleraas_error_identity hA hs]
    exact h (t - s)
```

## (e) Existence and uniqueness of the amplitudes

Let $E$ be finite-dimensional and $m\|x\|^2\le\langle x,Ax\rangle$ with $m>0$. Show that exactly one $s$ satisfies
$$As=-v.$$

**Solution.** If $Ax=0$, then $m\|x\|^2\le0$, so $x=0$ and $A$ is injective (`hinj`). In finite dimension it is then surjective. Of the general results, only this one assumes finite dimension; symmetry is not needed.

```lean
/-- In finite dimension, `m ‖x‖² ≤ ⟨x, A x⟩` with `m > 0` gives exactly one solution of the
amplitude equation `A s = -v`. -/
theorem existsUnique_amplitudes [FiniteDimensional ℝ E] {A : E →ₗ[ℝ] E} {m : ℝ} (hm : 0 < m)
    (hlo : ∀ x, m * ‖x‖ ^ 2 ≤ inner ℝ x (A x)) (v : E) : ∃! s, A s = -v := by
  have hinj : Function.Injective A := by
    refine (injective_iff_map_eq_zero A).mpr ?_
    intro x hx
    have h1 := hlo x
    rw [hx, inner_zero_right] at h1
    have h4 : ‖x‖ ^ 2 ≤ 0 := by
      by_contra hc
      have := mul_pos hm (not_le.mp hc)
      linarith
    have h5 : ‖x‖ ^ 2 = 0 := le_antisymm h4 (sq_nonneg _)
    exact norm_eq_zero.mp ((pow_eq_zero_iff two_ne_zero).mp h5)
  obtain ⟨s, hs⟩ := LinearMap.injective_iff_surjective.mp hinj (-v)
  exact ⟨s, hs, fun y hy => hinj (Eq.trans hy hs.symm)⟩
```

## (f) Minimisers solve the amplitude equation

For symmetric $A$, let $J(s)\le J(t)$ for all $t$. Show that
$$As=-v.$$

**Solution.** Set $r=As+v$ and take $d=r$ in (a). Minimality gives $0\le2\varepsilon\|r\|^2+\varepsilon^2\langle r,Ar\rangle$ for every $\varepsilon$ (`key`). A nonnegative quadratic has discriminant at most zero, so $4\|r\|^4\le0$ and $r=0$. If $\langle r,Ar\rangle=0$, the expression is linear in $\varepsilon$ and its slope must vanish, with the same result.

```lean
/-- For symmetric `A`, any global minimiser `s` of the Hylleraas functional solves the
amplitude equation `A s = -v`. -/
theorem amplitude_eq_of_isMin {A : E →ₗ[ℝ] E} (hA : A.IsSymmetric) {v s : E}
    (hmin : ∀ t, hylleraas A v s ≤ hylleraas A v t) : A s = -v := by
  obtain ⟨r, hr⟩ : ∃ r, r = A s + v := ⟨_, rfl⟩
  -- move along the direction r = A s + v
  have key : ∀ ε : ℝ, 0 ≤ 2 * ε * ‖r‖ ^ 2 + ε ^ 2 * inner ℝ r (A r) := by
    intro ε
    have h1 := hmin (s + ε • r)
    rw [hylleraas_expand hA, ← hr, real_inner_self_eq_norm_sq r] at h1
    linarith
  -- a nonnegative quadratic without constant term has no linear term
  have hd := discrim_le_zero (a := inner ℝ r (A r)) (b := 2 * ‖r‖ ^ 2) (c := (0 : ℝ))
    (fun x => by have := key x; nlinarith)
  unfold discrim at hd
  have h4 : (‖r‖ ^ 2) ^ 2 = 0 := le_antisymm (by nlinarith) (sq_nonneg _)
  have h5 : ‖r‖ ^ 2 = 0 := (pow_eq_zero_iff two_ne_zero).mp h4
  have h6 : r = 0 := norm_eq_zero.mp ((pow_eq_zero_iff two_ne_zero).mp h5)
  rw [h6] at hr
  exact eq_neg_of_add_eq_zero_left hr.symm
```

## (g) Quadratic against linear error

For symmetric $A$ and $As=-v$, show that
$$J(s+\varepsilon d)-E_2=\varepsilon^2\langle d,Ad\rangle,\qquad \langle s+\varepsilon d,v\rangle-E_2=\varepsilon\langle d,v\rangle.$$

**Solution.** Put $t-s=\varepsilon d$ in (b) for the first equation; the second is linearity. The projected energy thus has a first-order error unless $d\perp v$.

```lean
/-- For symmetric `A`, displacing a solution `s` of `A s = -v` by `ε d` changes the Hylleraas value by
`ε² ⟨d, A d⟩` and the projected energy by `ε ⟨d, v⟩`, both measured from `⟨s, v⟩`. -/
theorem quadratic_versus_linear_error {A : E →ₗ[ℝ] E} (hA : A.IsSymmetric) {v s : E}
    (hs : A s = -v) (d : E) (ε : ℝ) :
    hylleraas A v (s + ε • d) - projectedEnergy v s = ε ^ 2 * inner ℝ d (A d) ∧
    projectedEnergy v (s + ε • d) - projectedEnergy v s = ε * inner ℝ d v := by
  constructor
  · rw [hylleraas_error_identity hA hs, add_sub_cancel_left, map_smul,
      real_inner_smul_left, real_inner_smul_right]
    ring
  · simp only [projectedEnergy, inner_add_left, real_inner_smul_left]
    ring
```

## (h) Convergence of energies and amplitudes

Under the assumptions of (c), show for a family $t_n$ that
$$J(t_n)\to E_2\iff t_n\to s.$$

**Solution.** By (c), $\|t_n-s\|^2\le(J(t_n)-E_2)/m$, so energy convergence forces amplitude convergence after a square root. Conversely, $0\le J(t_n)-E_2\le M\|t_n-s\|^2$. Both directions are squeezes in the code. The filter `l` is arbitrary and includes $n\to\infty$.

```lean
/-- For symmetric `A` with `m ‖x‖² ≤ ⟨x, A x⟩ ≤ M ‖x‖²`, `m > 0`, and `A s = -v`, the Hylleraas values of a family of trial
amplitudes converge to `⟨s, v⟩` if and only if the amplitudes converge to `s`. -/
theorem tendsto_energy_iff_tendsto_amplitudes {A : E →ₗ[ℝ] E} (hA : A.IsSymmetric)
    {m M : ℝ} (hm : 0 < m)
    (hlo : ∀ x, m * ‖x‖ ^ 2 ≤ inner ℝ x (A x)) (hhi : ∀ x, inner ℝ x (A x) ≤ M * ‖x‖ ^ 2)
    {v s : E} (hs : A s = -v) {ι : Type*} (l : Filter ι) (t : ι → E) :
    Tendsto (fun n => hylleraas A v (t n)) l (𝓝 (projectedEnergy v s)) ↔
      Tendsto t l (𝓝 s) := by
  have hb := fun n => hylleraas_bounds hA hm hlo hhi hs (t n)
  constructor
  · intro h
    have h0 : Tendsto (fun n => hylleraas A v (t n) - projectedEnergy v s) l (𝓝 0) :=
      tendsto_sub_nhds_zero_iff.mpr h
    have h1 := h0.div_const m
    rw [zero_div] at h1
    -- the lower bound controls the amplitude error
    have hle : ∀ n, ‖t n - s‖ ^ 2 ≤ (hylleraas A v (t n) - projectedEnergy v s) / m := by
      intro n
      rw [le_div_iff₀ hm]
      linarith [(hb n).1]
    have h2 : Tendsto (fun n => ‖t n - s‖ ^ 2) l (𝓝 0) :=
      squeeze_zero (fun n => sq_nonneg _) hle h1
    have h3 := h2.sqrt
    rw [Real.sqrt_zero] at h3
    exact tendsto_iff_norm_sub_tendsto_zero.mpr
      (h3.congr (fun n => Real.sqrt_sq (norm_nonneg _)))
  · intro h
    have h0 := tendsto_iff_norm_sub_tendsto_zero.mp h
    have h1 := (h0.pow 2).const_mul M
    have e : M * (0 : ℝ) ^ 2 = 0 := by norm_num
    rw [e] at h1
    -- the upper bound controls the energy error
    have h2 : Tendsto (fun n => hylleraas A v (t n) - projectedEnergy v s) l (𝓝 0) :=
      squeeze_zero (fun n => sub_nonneg.mpr (hb n).2.2.1) (fun n => (hb n).2.1) h1
    exact tendsto_sub_nhds_zero_iff.mp h2
```

## (i) Rayleigh–Schrödinger form

Let $H_0$ and the perturbation $V$ be symmetric, $E_1$ a real number (the first-order energy), $\|\psi_0\|=1$, $H_0\psi_0=E_0\psi_0$, $\psi_1\perp\psi_0$ and $(H_0-E_0)\psi_1=-(V-E_1)\psi_0$. Take $A=H_0-E_0$ and $v=(V-E_1)\psi_0$, and assume the form bounds only for $x\perp\psi_0$ (`hgap`), with $m\ge0$ (`hm`). This places the reference at the bottom of the zeroth-order spectrum. Show for every $t$ that
$$m\|t_\perp-\psi_1\|^2\le J(t)-\langle\psi_0,V\psi_1\rangle\le M\|t_\perp-\psi_1\|^2,$$
and that $\langle\psi_0,V\psi_1\rangle\le J(t)$.

**Solution.** Orthogonality and the symmetry of $V$ give $\langle\psi_1,v\rangle=\langle\psi_0,V\psi_1\rangle$ (`hE2`). Write $t-\psi_1=d+c\psi_0$ with $d=t_\perp-\psi_1\perp\psi_0$ and $c=\langle\psi_0,t\rangle$. Since $A\psi_0=0$ and $\langle\psi_0,Ad\rangle=\langle A\psi_0,d\rangle=0$, the quadratic form reduces to $\langle d,Ad\rangle$ (`hq`). Apply (b), then the form bounds to $d$.

```lean
/-- Rayleigh-Schrödinger form: if `H₀` and `V` are symmetric, `‖ψ₀‖ = 1`, `H₀ ψ₀ = E₀ ψ₀`, `(H₀ - E₀) ψ₁ = -(V - E₁) ψ₀`, `ψ₁ ⟂ ψ₀` and
`H₀ - E₀` has form bounds `0 ≤ m`, `M` on vectors orthogonal to `ψ₀`, then for every trial `t`
the value `J(t)`, taken with `A = H₀ - E₀` and `v = (V - E₁) ψ₀`, bounds `⟨ψ₀, V ψ₁⟩` from above, with error between `m` and `M` times the
squared distance of the transverse part of `t` from `ψ₁`. -/
theorem rayleigh_schroedinger_bounds {H0 V : E →ₗ[ℝ] E} (hH : H0.IsSymmetric)
    (hV : V.IsSymmetric) {ψ0 ψ1 : E} {E0 E1 m M : ℝ} (hm : 0 ≤ m) (hnorm : ‖ψ0‖ = 1)
    (h0 : H0 ψ0 = E0 • ψ0) (h1 : shifted H0 E0 ψ1 = -(V ψ0 - E1 • ψ0))
    (horth : inner ℝ ψ0 ψ1 = 0)
    (hgap : ∀ x, inner ℝ ψ0 x = 0 → m * ‖x‖ ^ 2 ≤ inner ℝ x (shifted H0 E0 x) ∧
      inner ℝ x (shifted H0 E0 x) ≤ M * ‖x‖ ^ 2) (t : E) :
    m * ‖transverse ψ0 t - ψ1‖ ^ 2
      ≤ hylleraas (shifted H0 E0) (V ψ0 - E1 • ψ0) t - inner ℝ ψ0 (V ψ1) ∧
    hylleraas (shifted H0 E0) (V ψ0 - E1 • ψ0) t - inner ℝ ψ0 (V ψ1)
      ≤ M * ‖transverse ψ0 t - ψ1‖ ^ 2 ∧
    inner ℝ ψ0 (V ψ1) ≤ hylleraas (shifted H0 E0) (V ψ0 - E1 • ψ0) t := by
  have hAx : ∀ x, shifted H0 E0 x = H0 x - E0 • x := fun x => by simp [shifted]
  have hA : (shifted H0 E0).IsSymmetric := by
    intro x y
    rw [hAx x, hAx y, inner_sub_left, inner_sub_right, real_inner_smul_left,
      real_inner_smul_right, hH x y]
  have hA0 : shifted H0 E0 ψ0 = 0 := by rw [hAx, h0, sub_self]
  -- the projected energy of ψ₁ is ⟨ψ₀, V ψ₁⟩
  have hE2 : projectedEnergy (V ψ0 - E1 • ψ0) ψ1 = inner ℝ ψ0 (V ψ1) := by
    have ho : inner ℝ ψ1 ψ0 = 0 := (real_inner_comm _ _).trans horth
    have hv : inner ℝ ψ1 (V ψ0) = inner ℝ ψ0 (V ψ1) := (real_inner_comm _ _).trans (hV ψ0 ψ1)
    unfold projectedEnergy
    rw [inner_sub_right, real_inner_smul_right, ho, hv]
    ring
  obtain ⟨d, hd⟩ : ∃ d, d = transverse ψ0 t - ψ1 := ⟨_, rfl⟩
  rw [← hd]
  unfold transverse at hd
  have hdo : inner ℝ ψ0 d = 0 := by
    rw [hd, inner_sub_right, inner_sub_right, real_inner_smul_right,
      real_inner_self_eq_norm_sq ψ0, hnorm, horth]
    ring
  have htd : t - ψ1 = d + inner ℝ ψ0 t • ψ0 := by
    rw [hd]
    abel
  -- the ψ₀ component of the error does not contribute, since (H₀ - E₀) ψ₀ = 0
  have hz : inner ℝ ψ0 (shifted H0 E0 d) = 0 := by rw [← hA ψ0 d, hA0, inner_zero_left]
  have hq : inner ℝ (t - ψ1) (shifted H0 E0 (t - ψ1)) = inner ℝ d (shifted H0 E0 d) := by
    rw [htd, map_add, map_smul, hA0, smul_zero, add_zero, inner_add_left,
      real_inner_smul_left, hz]
    ring
  have hid := hylleraas_error_identity hA h1 t
  rw [hE2, hq] at hid
  obtain ⟨lo, hi⟩ := hgap d hdo
  have hp := mul_nonneg hm (sq_nonneg ‖d‖)
  exact ⟨by linarith, by linarith, by linarith⟩
```

## (j) A two-amplitude example

Let $Ax=(2x_0+x_1,\;x_0+2x_1)$. Show that $A$ is symmetric and that
$$\|x\|^2\le\langle x,Ax\rangle\le3\|x\|^2,\qquad A(1,0)=-(-2,-1).$$

```lean
/-- The operator on two amplitudes with diagonal entries 2 and coupling 1. -/
def pairOp : EuclideanSpace ℝ (Fin 2) →ₗ[ℝ] EuclideanSpace ℝ (Fin 2) where
  toFun x := !₂[2 * x 0 + x 1, x 0 + 2 * x 1]
  map_add' x y := by ext i; fin_cases i <;> simp <;> ring
  map_smul' c x := by ext i; fin_cases i <;> simp <;> ring
```

**Solution.** The matrix is symmetric, and its first column is $(2,1)$. The bounds follow from
$$\langle x,Ax\rangle=\|x\|^2+(x_0+x_1)^2=3\|x\|^2-(x_0-x_1)^2.$$

```lean
/-- `pairOp` is symmetric, has form bounds `m = 1` and `M = 3`, and `s = (1, 0)` solves the
amplitude equation for `v = (-2, -1)`. -/
theorem hylleraas_bounds_witness :
    pairOp.IsSymmetric ∧ (∀ x, 1 * ‖x‖ ^ 2 ≤ inner ℝ x (pairOp x)) ∧
    (∀ x, inner ℝ x (pairOp x) ≤ 3 * ‖x‖ ^ 2) ∧
    pairOp !₂[1, 0] = -(!₂[-2, -1] : EuclideanSpace ℝ (Fin 2)) := by
  have hin : ∀ x y : EuclideanSpace ℝ (Fin 2), inner ℝ x y = x 0 * y 0 + x 1 * y 1 := by
    intro x y
    simp [PiLp.inner_apply, Fin.sum_univ_two]
    ring
  have hn : ∀ x : EuclideanSpace ℝ (Fin 2), ‖x‖ ^ 2 = x 0 * x 0 + x 1 * x 1 := by
    intro x
    rw [← real_inner_self_eq_norm_sq, hin]
  have a0 : ∀ x, pairOp x 0 = 2 * x 0 + x 1 := fun x => by rfl
  have a1 : ∀ x, pairOp x 1 = x 0 + 2 * x 1 := fun x => by rfl
  refine ⟨?_, ?_, ?_, ?_⟩
  · intro x y
    simp only [hin, a0, a1]
    ring
  · intro x
    rw [hn, hin, a0, a1]
    nlinarith [sq_nonneg (x 0 + x 1)]
  · intro x
    rw [hn, hin, a0, a1]
    nlinarith [sq_nonneg (x 0 - x 1)]
  · ext i
    fin_cases i <;> simp [pairOp]
```

## (k) A three-level example

Let $H_0$ be diagonal with entries $1,2,3$,

```lean
/-- The three-level zeroth-order Hamiltonian with diagonal entries 1, 2, 3. -/
def modelH : EuclideanSpace ℝ (Fin 3) →ₗ[ℝ] EuclideanSpace ℝ (Fin 3) where
  toFun x := !₂[x 0, 2 * x 1, 3 * x 2]
  map_add' x y := by ext i; fin_cases i <;> simp <;> ring
  map_smul' c x := by ext i; fin_cases i <;> simp <;> ring
```

let $V$ have first row and column $(1,1,2)$ and zeros elsewhere,

```lean
/-- The three-level perturbation whose first row and column are `(1, 1, 2)`, with all other
entries zero. -/
def modelV : EuclideanSpace ℝ (Fin 3) →ₗ[ℝ] EuclideanSpace ℝ (Fin 3) where
  toFun x := !₂[x 0 + x 1 + 2 * x 2, x 0, 2 * x 0]
  map_add' x y := by ext i; fin_cases i <;> simp <;> ring
  map_smul' c x := by ext i; fin_cases i <;> simp <;> ring
```

and take $\psi_0=(1,0,0)$

```lean
/-- The reference vector `(1, 0, 0)` of the three-level model. -/
def modelRef : EuclideanSpace ℝ (Fin 3) := !₂[1, 0, 0]
```

and $\psi_1=(0,-1,-1)$.

```lean
/-- The first-order correction `(0, -1, -1)` of the three-level model. -/
def modelAmp : EuclideanSpace ℝ (Fin 3) := !₂[0, -1, -1]
```

Show that the assumptions of (i) hold with $E_0=E_1=1$, $m=1$, $M=2$, and that
$$\langle\psi_0,V\psi_1\rangle=-3.$$

**Solution.** Both matrices are symmetric, $\psi_0$ is a unit eigenvector of $H_0$ with eigenvalue $1$, and $\psi_1\perp\psi_0$. Here $(V-1)\psi_0=(0,1,2)$ and $(H_0-1)\psi_1=(0,-1,-2)$. For $x_0=0$ the form is $x_1^2+2x_2^2$, between $\|x\|^2$ and $2\|x\|^2$. Finally, $V\psi_1=(-3,0,0)$.

```lean
/-- The three-level model meets the hypotheses of the Rayleigh-Schrödinger bounds with
`E₀ = 1`, `E₁ = 1`, `m = 1`, `M = 2`, and has `⟨ψ₀, V ψ₁⟩ = -3`. -/
theorem rayleigh_schroedinger_bounds_witness :
    modelH.IsSymmetric ∧ modelV.IsSymmetric ∧ ‖modelRef‖ = 1 ∧
    modelH modelRef = (1 : ℝ) • modelRef ∧
    shifted modelH 1 modelAmp = -(modelV modelRef - (1 : ℝ) • modelRef) ∧
    inner ℝ modelRef modelAmp = 0 ∧
    (∀ x, inner ℝ modelRef x = 0 → 1 * ‖x‖ ^ 2 ≤ inner ℝ x (shifted modelH 1 x) ∧
      inner ℝ x (shifted modelH 1 x) ≤ 2 * ‖x‖ ^ 2) ∧
    inner ℝ modelRef (modelV modelAmp) = -3 := by
  have hin : ∀ x y : EuclideanSpace ℝ (Fin 3),
      inner ℝ x y = x 0 * y 0 + x 1 * y 1 + x 2 * y 2 := by
    intro x y
    simp [PiLp.inner_apply, Fin.sum_univ_three]
    ring
  have hn : ∀ x : EuclideanSpace ℝ (Fin 3),
      ‖x‖ ^ 2 = x 0 * x 0 + x 1 * x 1 + x 2 * x 2 := by
    intro x
    rw [← real_inner_self_eq_norm_sq, hin]
  have a0 : ∀ x, modelH x 0 = x 0 := fun x => by rfl
  have a1 : ∀ x, modelH x 1 = 2 * x 1 := fun x => by rfl
  have a2 : ∀ x, modelH x 2 = 3 * x 2 := fun x => by rfl
  have b0 : ∀ x, modelV x 0 = x 0 + x 1 + 2 * x 2 := fun x => by rfl
  have b1 : ∀ x, modelV x 1 = x 0 := fun x => by rfl
  have b2 : ∀ x, modelV x 2 = 2 * x 0 := fun x => by rfl
  have r0 : modelRef 0 = 1 := by rfl
  have r1 : modelRef 1 = 0 := by rfl
  have r2 : modelRef 2 = 0 := by rfl
  have p0 : modelAmp 0 = 0 := by rfl
  have p1 : modelAmp 1 = -1 := by rfl
  have p2 : modelAmp 2 = -1 := by rfl
  have hs : ∀ x i, shifted modelH 1 x i = modelH x i - x i := by
    intro x i
    simp [shifted]
  refine ⟨?_, ?_, ?_, ?_, ?_, ?_, ?_, ?_⟩
  · intro x y
    simp only [hin, a0, a1, a2]
    ring
  · intro x y
    simp only [hin, b0, b1, b2]
    ring
  · have h : ‖modelRef‖ ^ 2 = 1 ^ 2 := by
      rw [hn, r0, r1, r2]
      norm_num
    exact (sq_eq_sq₀ (norm_nonneg _) zero_le_one).mp h
  · ext i
    fin_cases i <;> simp [modelH, modelRef]
  · ext i
    fin_cases i <;> simp [shifted, modelH, modelV, modelRef, modelAmp] <;> norm_num
  · rw [hin, r0, r1, r2, p0, p1, p2]
    norm_num
  · intro x hx
    rw [hin, r0, r1, r2] at hx
    have hx0 : x 0 = 0 := by linarith
    simp only [hn, hin, hs, a0, a1, a2, hx0]
    constructor <;> nlinarith [sq_nonneg (x 1), sq_nonneg (x 2)]
  · rw [hin, b0, b1, b2, r0, r1, r2, p0, p1, p2]
    norm_num

end

end HylleraasAmplitudeError
```

```lean
#print axioms HylleraasAmplitudeError.hylleraas_error_identity
#print axioms HylleraasAmplitudeError.quadratic_versus_linear_error
#print axioms HylleraasAmplitudeError.tendsto_energy_iff_tendsto_amplitudes
#print axioms HylleraasAmplitudeError.rayleigh_schroedinger_bounds
```

```
'HylleraasAmplitudeError.hylleraas_error_identity' depends on axioms: [propext, Classical.choice, Quot.sound]
'HylleraasAmplitudeError.quadratic_versus_linear_error' depends on axioms: [propext, Classical.choice, Quot.sound]
'HylleraasAmplitudeError.tendsto_energy_iff_tendsto_amplitudes' depends on axioms: [propext, Classical.choice, Quot.sound]
'HylleraasAmplitudeError.rayleigh_schroedinger_bounds' depends on axioms: [propext, Classical.choice, Quot.sound]
```
